# Time-independent real symmetric Hamiltonians have symmetric propagators and equal transition probabilities in both directions

One way to compute a spectrum is to Fourier transform the autocorrelation of a propagated state, whose value at time \(2t\) is \(\langle\psi(0)|\psi(2t)\rangle\). If the Hamiltonian doesn't depend on time, its matrix in an orthonormal basis is real and symmetric, and the initial vector is real, it is enough to propagate to time \(t\) and form \(\sum_j \psi_j(t)^2\), with no complex conjugation. This halves the propagation time, and it rests on the fact that the propagator is then a symmetric matrix.

Let \(H\) be a real symmetric \(n\times n\) matrix, let \(t\) be a real time, and set \(\hbar=1\). Write \(U(t)=e^{-itH}\), a superscript \(T\) for the transpose and a bar for entrywise complex conjugation. Then

\[
U(t)^T=U(t),\qquad \overline{U(t)}=U(-t),\qquad |U(t)_{jk}|^2=|U(t)_{kj}|^2 .
\]

The last equation says that going from basis state \(k\) to basis state \(j\) in time \(t\) is as probable as going from \(j\) to \(k\).

## Transposing and conjugating the exponential

First let \(H\) be any complex square matrix, and write \(U_H(t)=e^{-itH}\). Since \((H^m)^T=(H^T)^m\), transposing the exponential series term by term gives

\[
U_H(t)^T=\sum_{m\ge 0}\frac{(-it)^m}{m!}(H^T)^m=U_{H^T}(t).
\]

Conjugating term by term also changes the sign of \(i\):

\[
\overline{U_H(t)}=\sum_{m\ge 0}\frac{(it)^m}{m!}\,\overline{H}^{\,m}=U_{\overline H}(-t).
\]

If \(H\) is symmetric, the first identity gives \(U(t)^T=U(t)\). If \(H\) is real, the second gives \(\overline{U(t)}=U(-t)\). Symmetry of \(U(t)\) means \(U(t)_{jk}=U(t)_{kj}\), so the amplitudes agree, phases included, and so do their squared moduli.

The exponents \(itH\) and \(-itH\) commute and add to zero, hence \(U(-t)U(t)=1\). For real \(H\) and any state vector \(\psi\), it follows that

\[
\overline{U(t)\,\overline{U(t)\psi}}=\overline{U(t)}\,U(t)\psi=U(-t)U(t)\psi=\psi .
\]

Evolving, conjugating, evolving for the same time and conjugating again restores the initial state. When the basis functions are real functions of position, this conjugation reverses all momenta.

The autocorrelation formula comes from \(U(2t)=U(t)U(t)\). For a real vector \(\psi(0)\),

\[
\psi(0)^T U(2t)\psi(0)=\bigl(U(t)^T\psi(0)\bigr)^T U(t)\psi(0)=\psi(t)^T\psi(t).
\]

For real symmetric \(H\), moreover, \(U(t)^\dagger=\overline{U(t)^T}=U(-t)\), so \(U(t)\) is unitary and the squared moduli in each column add to one, as probabilities must. The autocorrelation formula and the unitarity of \(U(t)\) are derived only by hand; the Lean code below has no theorem for either.

## Which Hamiltonians give a symmetric propagator

Suppose that \(U_H(t)\) is symmetric at every time. Then \(U_{H^T}(t)=U_H(t)\) for all \(t\). Differentiating the series gives the Schrödinger equation

\[
\frac{d}{dt}U_H(t)=-iH\,U_H(t),
\]

and at \(t=0\), where both propagators equal the identity, the two derivatives are \(-iH^T\) and \(-iH\). They must agree, so \(H^T=H\).

If \(H\) is also Hermitian, then \(H_{ij}=\overline{H_{ji}}=\overline{H_{ij}}\), and every entry is real. A Hermitian Hamiltonian therefore has a symmetric propagator at all times exactly when its matrix in the chosen basis is real and symmetric.

This equivalence concerns amplitudes, not probabilities. The Hermitian matrix \(\sigma_y\) has the propagator

\[
e^{-it\sigma_y}=\begin{pmatrix}\cos t&-\sin t\\ \sin t&\cos t\end{pmatrix},
\]

which is not symmetric at general \(t\), although its transition probabilities are equal in both directions. At \(t=\pi\) it equals \(-1\), so symmetry at a single nonzero time doesn't imply that \(H\) is symmetric.

## A three-site chain with unequal couplings

Take

\[
H=\begin{pmatrix}0&3&0\\3&0&4\\0&4&0\end{pmatrix},\qquad
H^2=\begin{pmatrix}9&0&12\\0&25&0\\12&0&16\end{pmatrix},\qquad H^3=25H .
\]

The last relation sums the exponential series to

\[
U(t)=1-\frac{i\sin 5t}{5}H+\frac{\cos 5t-1}{25}H^2 .
\]

At \(t=\pi/10\) the sine is 1 and the cosine is 0, so

\[
U(\pi/10)=\begin{pmatrix}0.64&-0.6i&-0.48\\-0.6i&0&-0.8i\\-0.48&-0.8i&0.36\end{pmatrix}.
\]

The matrix is symmetric. Changing \(t\) to \(-t\) reverses only the sine term, which conjugates every entry. The transition probabilities are 0.36 between sites 1 and 2, 0.64 between sites 2 and 3, and 0.2304 between sites 1 and 3, in either direction.

For a start on site 1, the sum of squares without conjugation is \(0.4096-0.36+0.2304=0.28\). The formula for \(U(t)\) at the doubled time \(\pi/5\) gives \(U_{11}=1-\tfrac{2}{25}\cdot 9=0.28\), as it should.

## Hamiltonian, propagator and probability in Lean

The basis states are labelled by a finite type `n`, of any size.

```lean
import Mathlib

open Matrix

namespace TimeReversalPropagator

noncomputable section

variable {n : Type*} [Fintype n] [DecidableEq n]
```

The propagator is defined for every complex matrix, Hermitian or not. The word here means the matrix of the evolution operator, not a Green's function with a step function in time. Because \(\hbar=1\), the product of `t` and an energy is dimensionless.

```lean
/-- The propagator `U(t) = exp(-itH)` of a Hamiltonian matrix `H`, in units with `ℏ = 1`. -/
def propagator (H : Matrix n n ℂ) (t : ℝ) : Matrix n n ℂ :=
  NormedSpace.exp ((-(Complex.I * (t : ℂ))) • H)
```

A real Hamiltonian has type `Matrix n n ℝ`, while its propagator has complex entries. The next definition carries the real matrix into the complex ones entry by entry.

```lean
/-- A real matrix viewed as a complex matrix. -/
def complexify {m : Type*} (H : Matrix m m ℝ) : Matrix m m ℂ :=
  H.map (fun x => (x : ℂ))
```

In the transition probability, the first index `j` is the final state and the second index `k` is the initial state. For a general complex matrix this number is only a squared modulus; it is a probability when the propagator is unitary and the basis is orthonormal.

```lean
/-- The squared modulus of the amplitude `U(t)_jk` for going from basis state `k` to
basis state `j` in time `t`. -/
def transitionProb (H : Matrix n n ℂ) (t : ℝ) (j k : n) : ℝ :=
  ‖propagator H t j k‖ ^ 2
```

The step from these definitions to a molecule or a solid is the replacement of its Hamiltonian by a finite, time-independent matrix in an orthonormal basis, and no hypothesis below assesses that replacement. Within such a basis, the result applies to a configuration-interaction matrix built from real orbitals without a magnetic field or spin-orbit coupling. In a non-orthogonal atomic-orbital basis the overlap matrix enters the equation of motion, and the exponential of \(-itH\) alone is not the evolution.

## Identities for a general complex matrix

The transpose identity uses Mathlib's theorem that transposition passes through the matrix exponential, which replaces the term-by-term argument. The scalar \(-it\) is unaffected by the transpose.

```lean
/-- The transpose of the propagator of `H` is the propagator of the transpose of `H`. -/
theorem propagator_transpose (H : Matrix n n ℂ) (t : ℝ) :
    (propagator H t)ᵀ = propagator Hᵀ t := by
  unfold propagator
  rw [← Matrix.exp_transpose, Matrix.transpose_smul]
```

For conjugation, `starRingEnd ℂ` is complex conjugation of numbers, and `map` applies it to each entry. On a square matrix `star` would mean the conjugate transpose, so the entrywise operation is written with `map`. The proof expresses it as the adjoint followed by the transpose, passes both through the exponential, and then compares the exponents entry by entry. That comparison is where \(-it\) becomes \(+it\).

```lean
/-- The entrywise conjugate of the propagator of `H` is the propagator of the conjugate
Hamiltonian, run backwards in time. -/
theorem propagator_conj (H : Matrix n n ℂ) (t : ℝ) :
    (propagator H t).map (starRingEnd ℂ) = propagator (H.map (starRingEnd ℂ)) (-t) := by
  -- entrywise conjugation is the adjoint followed by the transpose
  have h : ∀ A : Matrix n n ℂ, A.map (starRingEnd ℂ) = Aᴴᵀ := fun A => rfl
  rw [h (propagator H t), h H]
  unfold propagator
  rw [← Matrix.exp_conjTranspose, ← Matrix.exp_transpose]
  congr 1
  ext i j
  simp
```

The inverse relation follows the calculation by hand: the two exponents commute, so the product of exponentials is the exponential of their sum, and `h0` shows that the scalar factors add to zero.

```lean
/-- Evolving for a time `t` and then for `-t` is the identity. -/
theorem propagator_neg_mul (H : Matrix n n ℂ) (t : ℝ) :
    propagator H (-t) * propagator H t = 1 := by
  unfold propagator
  rw [← Matrix.exp_add_of_commute _ _ (((Commute.refl H).smul_left _).smul_right _),
    ← add_smul]
  have h0 : -(Complex.I * ((-t : ℝ) : ℂ)) + -(Complex.I * (t : ℂ)) = 0 := by
    push_cast
    ring
  rw [h0, zero_smul, NormedSpace.exp_zero]
```

## Time reversal and motion reversal

A real matrix equals its own conjugate, which is the content of `hreal`. The general conjugation identity then gives \(\overline{U(t)}=U(-t)\). Symmetry of \(H\) isn't needed here.

```lean
/-- For a real Hamiltonian matrix, the entrywise conjugate of `U(t)` is `U(-t)`. -/
theorem propagator_conj_of_real (H : Matrix n n ℝ) (t : ℝ) :
    (propagator (complexify H) t).map (starRingEnd ℂ) = propagator (complexify H) (-t) := by
  have hreal : (complexify H).map (starRingEnd ℂ) = complexify H := by
    ext i j
    simp [complexify]
  rw [propagator_conj, hreal]
```

The main theorem assumes `H.IsSymm`, meaning that the real matrix equals its transpose. Its conclusion has three parts: the propagator is symmetric, its entrywise conjugate is the propagator at `-t`, and the transition probabilities agree for all pairs `j` and `k`.

In the proof, `hT` transfers the symmetry to the complex matrix and `hU` obtains the symmetric propagator from the transpose identity. Reading `hU` at one pair of indices gives `hjk`, the equality of the two amplitudes, and the probabilities follow by substitution.

```lean
/-- Time reversal: for a real symmetric Hamiltonian, `U(t)` is a symmetric matrix, its
entrywise conjugate is `U(-t)`, and the transition probabilities from `k` to `j` and from
`j` to `k` are equal. -/
theorem time_reversal (H : Matrix n n ℝ) (hH : H.IsSymm) (t : ℝ) :
    (propagator (complexify H) t)ᵀ = propagator (complexify H) t ∧
    (propagator (complexify H) t).map (starRingEnd ℂ) = propagator (complexify H) (-t) ∧
    ∀ j k, transitionProb (complexify H) t j k = transitionProb (complexify H) t k j := by
  have hT : (complexify H)ᵀ = complexify H := by
    ext i j
    simp only [complexify, Matrix.transpose_apply, Matrix.map_apply]
    rw [hH.apply i j]
  have hU : (propagator (complexify H) t)ᵀ = propagator (complexify H) t := by
    rw [propagator_transpose, hT]
  refine ⟨hU, propagator_conj_of_real H t, fun j k => ?_⟩
  -- the two amplitudes themselves agree
  have hjk := congrFun (congrFun hU k) j
  rw [Matrix.transpose_apply] at hjk
  unfold transitionProb
  rw [hjk]
```

Motion reversal is stated for an arbitrary complex vector `ψ`, with no normalisation required. The symbol `*ᵥ` is the action of a matrix on a vector, and `star` on a vector conjugates each component. This is time reversal for spinless states in a real basis; for a spin-½ particle the operation also includes a rotation of the spin.

The auxiliary statement `key` says that conjugating \(Mv\) gives \(\overline M\,\overline v\). Applied to the outer conjugation, it turns the second evolution into \(U(-t)\), which cancels the first.

```lean
/-- Motion reversal: under a real Hamiltonian matrix, evolving a state for a time `t`,
conjugating it, evolving for `t` again and conjugating once more restores the state. -/
theorem motion_reversal (H : Matrix n n ℝ) (t : ℝ) (ψ : n → ℂ) :
    star (propagator (complexify H) t *ᵥ star (propagator (complexify H) t *ᵥ ψ)) = ψ := by
  have key : ∀ (M : Matrix n n ℂ) (v : n → ℂ),
      star (M *ᵥ v) = M.map (starRingEnd ℂ) *ᵥ star v := by
    intro M v
    ext i
    simp [Matrix.mulVec, dotProduct]
  -- the conjugated second evolution runs backwards and undoes the first
  rw [key _ (star _), star_star, propagator_conj_of_real, Matrix.mulVec_mulVec,
    propagator_neg_mul, Matrix.one_mulVec]
```

## From the Schrödinger equation to the converse

`HasDerivAt` states that the matrix-valued function of time is differentiable at `t` and has the given derivative. Mathlib's theorem on the derivative of the exponential assumes a norm on the matrices, and the operator norm is opened for this purpose; in finite dimension the choice doesn't affect the derivative.

Mathlib supplies the derivative of \(e^{uA}\) with respect to a real parameter \(u\). The proof takes \(A=-iH\), and `e` identifies \(uA\) with the exponent used in the definition of the propagator.

```lean
open scoped Matrix.Norms.Operator in
/-- The propagator obeys the Schrödinger equation `dU/dt = -i H U`. -/
theorem schrodinger_equation (H : Matrix n n ℂ) (t : ℝ) :
    HasDerivAt (propagator H) ((-Complex.I) • (H * propagator H t)) t := by
  have h : HasDerivAt (fun u : ℝ => NormedSpace.exp (u • ((-Complex.I) • H)))
      (((-Complex.I) • H) * NormedSpace.exp (t • ((-Complex.I) • H))) t := by
    apply hasDerivAt_exp_smul_const'
  have e : ∀ u : ℝ, u • ((-Complex.I) • H) = (-(Complex.I * (u : ℂ))) • H := by
    intro u
    ext i j
    simp only [Matrix.smul_apply, smul_eq_mul, Complex.real_smul]
    ring
  simp only [e] at h
  rw [Matrix.smul_mul] at h
  exact h
```

The next theorem holds for every complex matrix, and its left side demands symmetry at all real times. In the forward direction, `hfun` says that \(H^T\) and \(H\) have the same propagator as functions of time. Both Schrödinger equations then describe the derivative of one function at time zero. Uniqueness of the derivative equates \(-iH^T\) with \(-iH\), and the nonzero factor \(-i\) is cancelled. The reverse direction is the transpose identity again.

```lean
open scoped Matrix.Norms.Operator in
/-- The propagator is a symmetric matrix at all times exactly when the Hamiltonian matrix
is symmetric. -/
theorem propagator_symm_iff (H : Matrix n n ℂ) :
    (∀ t, (propagator H t)ᵀ = propagator H t) ↔ Hᵀ = H := by
  constructor
  · intro h
    have hfun : propagator Hᵀ = propagator H := by
      funext t
      rw [← propagator_transpose, h t]
    have hzero : propagator H 0 = 1 := by
      simp [propagator]
    -- equal propagators have equal derivatives at time zero
    have h1 := schrodinger_equation Hᵀ 0
    rw [hfun] at h1
    have h2 := h1.unique (schrodinger_equation H 0)
    rw [hzero, mul_one, mul_one] at h2
    exact smul_right_injective _ (neg_ne_zero.mpr Complex.I_ne_zero) h2
  · intro h t
    rw [propagator_transpose, h]
```

The last theorem adds the hypothesis `H.IsHermitian` and expresses "real symmetric in the chosen basis" as the existence of a real symmetric matrix `H₀` whose complex version is `H`. The proof takes the real parts of the entries as `H₀`. The step `hc` combines the Hermitian and symmetric conditions to show that each entry is its own conjugate, so that nothing is lost by keeping only the real part. The opposite implication is the first part of `time_reversal`.

```lean
/-- For a Hermitian Hamiltonian, the propagator is a symmetric matrix at all times exactly
when the Hamiltonian is a real symmetric matrix in the chosen basis. -/
theorem propagator_symm_iff_real (H : Matrix n n ℂ) (hH : H.IsHermitian) :
    (∀ t, (propagator H t)ᵀ = propagator H t) ↔
      ∃ H₀ : Matrix n n ℝ, H₀.IsSymm ∧ H = complexify H₀ := by
  constructor
  · intro h
    have hT := (propagator_symm_iff H).mp h
    have hs : ∀ i j, H j i = H i j := fun i j => congrFun (congrFun hT i) j
    refine ⟨H.map Complex.re, ?_, ?_⟩
    · ext i j
      simp only [Matrix.transpose_apply, Matrix.map_apply]
      rw [hs i j]
    · ext i j
      -- a Hermitian and symmetric matrix has self-conjugate entries
      have hc : (starRingEnd ℂ) (H i j) = H i j := by
        have h1 : star (H j i) = H i j := hH.apply i j
        rw [hs i j] at h1
        exact h1
      exact (Complex.conj_eq_iff_re.mp hc).symm
  · rintro ⟨H₀, hS, rfl⟩ t
    exact (time_reversal H₀ hS t).1

end

end TimeReversalPropagator
```

```lean
#print axioms TimeReversalPropagator.time_reversal
-- 'TimeReversalPropagator.time_reversal' depends on axioms: [propext, Classical.choice, Quot.sound]
#print axioms TimeReversalPropagator.motion_reversal
-- 'TimeReversalPropagator.motion_reversal' depends on axioms: [propext, Classical.choice, Quot.sound]
#print axioms TimeReversalPropagator.propagator_symm_iff_real
-- 'TimeReversalPropagator.propagator_symm_iff_real' depends on axioms: [propext, Classical.choice, Quot.sound]
```
